# Plane waves on a ring of N sites are eigenvectors of its Laplacian with eigenvalue 4 sin²(πk/N)

On a finite ring of N ≥ 1 sites, the Laplacian takes twice the amplitude at a site and subtracts the amplitudes at its two neighbours, with site indices read modulo N. The theorem says that for every natural number k the plane wave with amplitude exp(2πikj/N) at site j is an eigenvector, with eigenvalue 4 sin²(πk/N). The wave is unnormalised, with squared norm N; dividing it by √N normalises it and leaves the eigenvalue unchanged. The proof first shows that the Bloch phase z = exp(2πik/N) satisfies z^N = 1, so that a step to the next site multiplies the wave by z even where the ring closes. It then reduces the eigenvalue to 2 − z − z⁻¹ and identifies this with 4 sin²(πk/N) by way of the half-angle phase.

In Lean, a first try:

```lean
import Mathlib

open Matrix Filter Topology
open scoped Real

namespace RingLaplacianPlaneWave

noncomputable section

/-- The Laplacian of a ring of `N ≥ 1` sites: each site is coupled to its two neighbours,
with site indices taken modulo `N`. -/
def ringLaplacian (N : ℕ) [NeZero N] : Matrix (Fin N) (Fin N) ℂ :=
  Matrix.of fun i j => 2 * (if j = i then 1 else 0)
    - (if j = i + 1 then 1 else 0) - (if j = i - 1 then 1 else 0)

/-- The Bloch phase `exp(2πik/N)` gained from one site to the next in mode `k`, for `N ≥ 1`. -/
def blochPhase (N k : ℕ) : ℂ := Complex.exp (2 * π * Complex.I * k / N)

/-- The number `4 sin²(πk/N)` attached to mode `k` of a ring of `N ≥ 1` sites. -/
def modeEigenvalue (N k : ℕ) : ℝ := 4 * Real.sin (π * k / N) ^ 2

/-- The Bloch phase of mode `k` is the `k`-th power of the phase `exp(2πi/N)`. -/
theorem blochPhase_eq_pow (N k : ℕ) :
    blochPhase N k = Complex.exp (2 * π * Complex.I / N) ^ k := by
  rw [blochPhase, ← Complex.exp_nat_mul]
  congr 1
  ring

/-- The Bloch phase is the square of the half-angle phase `exp(iπk/N)`. -/
theorem blochPhase_eq_sq (N k : ℕ) :
    blochPhase N k = Complex.exp ((π * k / N : ℝ) * Complex.I) ^ 2 := by
  rw [blochPhase, ← Complex.exp_nat_mul]
  congr 1
  push_cast
  ring

/-- Every plane wave with a Bloch phase `exp(2πik/N)` is an eigenvector of the ring Laplacian,
with eigenvalue `4 sin²(πk/N)`. -/
theorem ringLaplacian_planeWave (N : ℕ) [NeZero N] (k : ℕ) :
    ringLaplacian N *ᵥ (fun j => blochPhase N k ^ (j : ℕ)) =
      (modeEigenvalue N k : ℂ) • fun j : Fin N => blochPhase N k ^ (j : ℕ) := by
  have hper : blochPhase N k ^ N = 1 := by
    rw [blochPhase_eq_pow, ← pow_mul, mul_comm, pow_mul,
      (Complex.isPrimitiveRoot_exp N (NeZero.ne N)).pow_eq_one, one_pow]
  have hz : blochPhase N k ≠ 0 := Complex.exp_ne_zero _
  -- one step around the ring multiplies the wave by the Bloch phase
  have step : ∀ i : Fin N, blochPhase N k ^ ((i + 1 : Fin N) : ℕ) =
      blochPhase N k ^ (i : ℕ) * blochPhase N k := by
    intro i
    rw [Fin.val_add, Fin.val_one', ← pow_eq_pow_mod _ hper, pow_add,
      ← pow_eq_pow_mod _ hper, pow_one]
  have back : ∀ i : Fin N, blochPhase N k ^ ((i - 1 : Fin N) : ℕ) =
      blochPhase N k ^ (i : ℕ) * (blochPhase N k)⁻¹ := by
    intro i
    have h := step (i - 1)
    rw [sub_add_cancel] at h
    rw [h, mul_assoc, mul_inv_cancel₀ hz, mul_one]
  -- the dispersion relation
  have disp : 2 - blochPhase N k - (blochPhase N k)⁻¹ = (modeEigenvalue N k : ℂ) := by
    have hcs := Complex.sin_sq_add_cos_sq ((π * k / N : ℝ) : ℂ)
    rw [blochPhase_eq_sq, Complex.exp_mul_I, modeEigenvalue, Complex.ofReal_mul,
      Complex.ofReal_pow, Complex.ofReal_sin]
    generalize Complex.sin ((π * k / N : ℝ) : ℂ) = s at *
    generalize Complex.cos ((π * k / N : ℝ) : ℂ) = c at *
    have h1 : (c + s * Complex.I) * (c - s * Complex.I) = 1 := by
      linear_combination hcs - s ^ 2 * Complex.I_sq
    have hinv : ((c + s * Complex.I) ^ 2)⁻¹ = (c - s * Complex.I) ^ 2 := by
      apply inv_eq_of_mul_eq_one_right
      rw [← mul_pow, h1, one_pow]
    rw [hinv]
    push_cast
    linear_combination -2 * hcs - 2 * s ^ 2 * Complex.I_sq
  ext i
  have hL : (ringLaplacian N *ᵥ (fun j => blochPhase N k ^ (j : ℕ))) i =
      2 * blochPhase N k ^ (i : ℕ) - blochPhase N k ^ ((i + 1 : Fin N) : ℕ)
        - blochPhase N k ^ ((i - 1 : Fin N) : ℕ) := by
    simp [ringLaplacian, Matrix.mulVec, dotProduct, sub_mul, Finset.sum_sub_distrib]
  rw [hL, step, back, Pi.smul_apply, smul_eq_mul, ← disp]
  ring

end

end RingLaplacianPlaneWave
```

The error:

```
Main.lean:44:6: error: Tactic `rewrite` failed: Did not find an occurrence of the pattern
  Complex.exp (2 * ↑π * Complex.I / ↑N) ^ N
in the target expression
  (Complex.exp (Complex.I * (2 * ↑π) / ↑N) ^ k) ^ N = 1

N : ℕ
inst✝ : NeZero N
k : ℕ
⊢ (Complex.exp (Complex.I * (2 * ↑π) / ↑N) ^ k) ^ N = 1
```

The change, after which it compiles:

```diff
@@ -41,5 +41,5 @@
       (modeEigenvalue N k : ℂ) • fun j : Fin N => blochPhase N k ^ (j : ℕ) := by
   have hper : blochPhase N k ^ N = 1 := by
-    rw [blochPhase_eq_pow, ← pow_mul, mul_comm, pow_mul,
+    rw [blochPhase_eq_pow, ← pow_mul, mul_comm k N, pow_mul,
       (Complex.isPrimitiveRoot_exp N (NeZero.ne N)).pow_eq_one, one_pow]
   have hz : blochPhase N k ≠ 0 := Complex.exp_ne_zero _
```

The error arises in the proof of `hper`, that the Bloch phase to the power `N` is 1. After `← pow_mul` the goal has the exponent `k * N`, and the next step is meant to turn this into `N * k`. But `mul_comm` without arguments fits any product, and Lean settled on one inside the exponential: the message shows `2 * ↑π * Complex.I` turned into `Complex.I * (2 * ↑π)`. The exponent stayed `k * N`, so `pow_mul` split it as `(… ^ k) ^ N`. The next rewrite, by the fact that `Complex.exp (2 * ↑π * Complex.I / ↑N) ^ N` is 1, then found no such power: the argument of the exponential was in another order, and the power taken first was `k`, not `N`.

Writing `mul_comm k N` names the product to be swapped. The exponential is left alone, the exponent becomes `N * k`, and `pow_mul` gives `(… ^ N) ^ k`. The inner power is now the one the root-of-unity fact rewrites to 1, and `one_pow` finishes.
